# Transverse spin operators precess at ω₀ = −γB₀, and the sense reverses with the sign of γ

If elements $I_x, I_y, I_z$ of a complex Banach algebra satisfy $[I_z,I_x]=iI_y$ and $[I_z,I_y]=-iI_x$, then under the Hamiltonian $H=\omega_0 I_z$, in units of $\hbar$, with $\omega_0=-\gamma B_0$, for gyromagnetic ratio $\gamma$ and static field $B_0$ along $z$,
$$e^{iHt}I_xe^{-iHt}=I_x\cos\omega_0t-I_y\sin\omega_0t,\qquad e^{iHt}I_ye^{-iHt}=I_y\cos\omega_0t+I_x\sin\omega_0t$$
at every real time $t$. Replacing $\gamma$ by $-\gamma$ in the same field changes the sign of both sine terms.

In Lean 4 with Mathlib:

```lean
import Mathlib

open Complex (I)

namespace LarmorPrecession

noncomputable section

variable {A : Type*} [NormedRing A] [NormedAlgebra ℂ A]

/-- The signed Larmor frequency `ω₀ = -γ B₀`. -/
def larmor (γ B₀ : ℝ) : ℝ := -γ * B₀

/-- The Zeeman Hamiltonian `H = ω₀ Iz`, in units of `ħ`. -/
def zeeman (γ B₀ : ℝ) (Iz : A) : A := (larmor γ B₀ : ℂ) • Iz

/-- The Heisenberg-picture operator `V(t) = exp(iHt) V exp(-iHt)`. -/
def heisenberg (H V : A) (t : ℝ) : A :=
  NormedSpace.exp ((I * t) • H) * V * NormedSpace.exp ((-(I * t)) • H)

variable [CompleteSpace A]

/-- The derivative of `exp(sK) V exp(-sK)` with respect to `s` is the conjugated
commutator `exp(sK) [K, V] exp(-sK)`. -/
theorem hasDerivAt_conjugation (K V : A) (s : ℂ) :
    HasDerivAt (fun u : ℂ => NormedSpace.exp (u • K) * V * NormedSpace.exp ((-u) • K))
      (NormedSpace.exp (s • K) * (K * V - V * K) * NormedSpace.exp ((-s) • K)) s := by
  have h1 := hasDerivAt_exp_smul_const (𝕂 := ℂ) K s
  have h2 : HasDerivAt (fun u : ℂ => NormedSpace.exp ((-u) • K))
      (-(K * NormedSpace.exp ((-s) • K))) s := by
    have h := hasDerivAt_exp_smul_const' (𝕂 := ℂ) (-K) s
    simpa only [smul_neg, neg_smul, neg_mul] using h
  have key : ∀ a b : A, a * K * V * b + a * V * (-(K * b)) = a * (K * V - V * K) * b := by
    intro a b
    noncomm_ring
  exact ((h1.mul_const V).fun_mul h2).congr_deriv (key _ _)

/-- If `[K, V] = c V`, then conjugation by `exp(sK)` multiplies `V` by `exp(sc)`. -/
theorem conjugation_of_eigenoperator (K V : A) (c s : ℂ) (h : K * V - V * K = c • V) :
    NormedSpace.exp (s • K) * V * NormedSpace.exp ((-s) • K) = Complex.exp (s * c) • V := by
  -- after removal of the expected factor, nothing depends on `s`
  have hd : ∀ u : ℂ, HasDerivAt (fun u : ℂ => Complex.exp (-(u * c)) •
      (NormedSpace.exp (u • K) * V * NormedSpace.exp ((-u) • K))) 0 u := by
    intro u
    have h1 : HasDerivAt (fun u : ℂ => Complex.exp (-(u * c)))
        (Complex.exp (-(u * c)) * (-c)) u := by
      have h3 := ((hasDerivAt_id u).mul_const c).fun_neg.cexp
      simpa using h3
    have h2 := hasDerivAt_conjugation K V u
    rw [h] at h2
    refine (h1.smul h2).congr_deriv ?_
    simp only [mul_smul_comm, smul_mul_assoc]
    module
  have h0 := is_const_of_deriv_eq_zero (fun u => (hd u).differentiableAt)
    (fun u => (hd u).deriv) s 0
  simp only [zero_mul, neg_zero, Complex.exp_zero, zero_smul, NormedSpace.exp_zero,
    one_mul, mul_one, one_smul] at h0
  have h3 := congrArg (fun x => Complex.exp (s * c) • x) h0
  simpa only [smul_smul, ← Complex.exp_add, add_neg_cancel, Complex.exp_zero, one_smul] using h3

/-- Under the Zeeman Hamiltonian the ladder operators `Ix + i Iy` and `Ix - i Iy` acquire
the phases `exp(iω₀t)` and `exp(-iω₀t)`. -/
theorem ladder_precession (Ix Iy Iz : A) (hx : Iz * Ix - Ix * Iz = I • Iy)
    (hy : Iz * Iy - Iy * Iz = (-I) • Ix) (γ B₀ t : ℝ) :
    heisenberg (zeeman γ B₀ Iz) (Ix + I • Iy) t
        = Complex.exp (I * t * larmor γ B₀) • (Ix + I • Iy) ∧
    heisenberg (zeeman γ B₀ Iz) (Ix - I • Iy) t
        = Complex.exp (-(I * t * larmor γ B₀)) • (Ix - I • Iy) := by
  have hI : I * -I = 1 := by simp
  constructor
  · refine conjugation_of_eigenoperator _ _ _ _ ?_
    have e : zeeman γ B₀ Iz * (Ix + I • Iy) - (Ix + I • Iy) * zeeman γ B₀ Iz
        = (larmor γ B₀ : ℂ) • ((Iz * Ix - Ix * Iz) + I • (Iz * Iy - Iy * Iz)) := by
      simp only [zeeman, smul_mul_assoc, mul_smul_comm, mul_add, add_mul]
      module
    rw [e, hx, hy, smul_smul, hI, one_smul, add_comm]
  · rw [← mul_neg]
    refine conjugation_of_eigenoperator _ _ _ _ ?_
    have e : zeeman γ B₀ Iz * (Ix - I • Iy) - (Ix - I • Iy) * zeeman γ B₀ Iz
        = (larmor γ B₀ : ℂ) • ((Iz * Ix - Ix * Iz) - I • (Iz * Iy - Iy * Iz)) := by
      simp only [zeeman, smul_mul_assoc, mul_smul_comm, mul_sub, sub_mul]
      module
    rw [e, hx, hy, smul_smul, hI, one_smul]
    module

/-- Larmor precession: under `H = ω₀ Iz` the transverse spin operators evolve as
`Ix(t) = Ix cos ω₀t - Iy sin ω₀t` and `Iy(t) = Iy cos ω₀t + Ix sin ω₀t`. -/
theorem larmor_precession (Ix Iy Iz : A) (hx : Iz * Ix - Ix * Iz = I • Iy)
    (hy : Iz * Iy - Iy * Iz = (-I) • Ix) (γ B₀ t : ℝ) :
    heisenberg (zeeman γ B₀ Iz) Ix t
        = (Real.cos (larmor γ B₀ * t) : ℂ) • Ix - (Real.sin (larmor γ B₀ * t) : ℂ) • Iy ∧
    heisenberg (zeeman γ B₀ Iz) Iy t
        = (Real.cos (larmor γ B₀ * t) : ℂ) • Iy + (Real.sin (larmor γ B₀ * t) : ℂ) • Ix := by
  obtain ⟨p, q⟩ := ladder_precession Ix Iy Iz hx hy γ B₀ t
  -- Euler's formula for the two phases
  have e1 : Complex.exp (I * t * larmor γ B₀)
      = (Real.cos (larmor γ B₀ * t) : ℂ) + (Real.sin (larmor γ B₀ * t) : ℂ) * I := by
    rw [show I * t * larmor γ B₀ = ((larmor γ B₀ * t : ℝ) : ℂ) * I by push_cast; ring,
      Complex.exp_mul_I, Complex.ofReal_cos, Complex.ofReal_sin]
  have e2 : Complex.exp (-(I * t * larmor γ B₀))
      = (Real.cos (larmor γ B₀ * t) : ℂ) - (Real.sin (larmor γ B₀ * t) : ℂ) * I := by
    rw [show -(I * t * larmor γ B₀) = (-((larmor γ B₀ * t : ℝ) : ℂ)) * I by push_cast; ring,
      Complex.exp_mul_I, Complex.cos_neg, Complex.sin_neg, Complex.ofReal_cos,
      Complex.ofReal_sin]
    ring
  rw [e1] at p
  rw [e2] at q
  have hI : I * I = -1 := Complex.I_mul_I
  simp only [heisenberg, mul_add, add_mul, mul_sub, sub_mul, mul_smul_comm,
    smul_mul_assoc] at p q ⊢
  generalize (Real.cos (larmor γ B₀ * t) : ℂ) = c at p q ⊢
  generalize (Real.sin (larmor γ B₀ * t) : ℂ) = s at p q ⊢
  generalize NormedSpace.exp ((I * (t : ℂ)) • zeeman γ B₀ Iz) * Ix *
    NormedSpace.exp ((-(I * (t : ℂ))) • zeeman γ B₀ Iz) = X at p q ⊢
  generalize NormedSpace.exp ((I * (t : ℂ)) • zeeman γ B₀ Iz) * Iy *
    NormedSpace.exp ((-(I * (t : ℂ))) • zeeman γ B₀ Iz) = Y at p q ⊢
  -- half-sum and half-difference of the ladder equations
  constructor
  · linear_combination (norm := module) (1 / 2 : ℂ) • p + (1 / 2 : ℂ) • q + hI • (s • Iy)
  · linear_combination (norm := module)
      (-I / 2) • p + (I / 2) • q + hI • (Y - s • Ix - c • Iy)

/-- The longitudinal spin operator `Iz` is constant in time under the Zeeman Hamiltonian. -/
theorem longitudinal_constant (Iz : A) (γ B₀ t : ℝ) :
    heisenberg (zeeman γ B₀ Iz) Iz t = Iz := by
  have h := conjugation_of_eigenoperator (zeeman γ B₀ Iz) Iz 0 (I * t) (by simp [zeeman])
  rw [mul_zero, Complex.exp_zero, one_smul] at h
  exact h

/-- For gyromagnetic ratio `-γ` in the field `B₀`, the transverse spin operators evolve as `Ix(t) =
Ix cos ω₀t + Iy sin ω₀t` and `Iy(t) = Iy cos ω₀t - Ix sin ω₀t`, where `ω₀ = -γ B₀` is the Larmor
frequency for `γ`. -/
theorem precession_sense_reverses (Ix Iy Iz : A) (hx : Iz * Ix - Ix * Iz = I • Iy)
    (hy : Iz * Iy - Iy * Iz = (-I) • Ix) (γ B₀ t : ℝ) :
    heisenberg (zeeman (-γ) B₀ Iz) Ix t
        = (Real.cos (larmor γ B₀ * t) : ℂ) • Ix + (Real.sin (larmor γ B₀ * t) : ℂ) • Iy ∧
    heisenberg (zeeman (-γ) B₀ Iz) Iy t
        = (Real.cos (larmor γ B₀ * t) : ℂ) • Iy - (Real.sin (larmor γ B₀ * t) : ℂ) • Ix := by
  obtain ⟨h1, h2⟩ := larmor_precession Ix Iy Iz hx hy (-γ) B₀ t
  have hl : larmor (-γ) B₀ * t = -(larmor γ B₀ * t) := by
    unfold larmor
    ring
  rw [hl, Real.cos_neg, Real.sin_neg, Complex.ofReal_neg] at h1 h2
  constructor
  · rw [h1]
    module
  · rw [h2]
    module

/-- For any linear functional `φ` on the operators, the complex transverse signal
`φ(Ix(t)) + i φ(Iy(t))` is its initial value times `exp(iω₀t)`. -/
theorem transverse_signal (Ix Iy Iz : A) (hx : Iz * Ix - Ix * Iz = I • Iy)
    (hy : Iz * Iy - Iy * Iz = (-I) • Ix) (φ : A →ₗ[ℂ] ℂ) (γ B₀ t : ℝ) :
    φ (heisenberg (zeeman γ B₀ Iz) Ix t) + I * φ (heisenberg (zeeman γ B₀ Iz) Iy t)
      = Complex.exp (I * t * larmor γ B₀) * (φ Ix + I * φ Iy) := by
  have h := congrArg φ (ladder_precession Ix Iy Iz hx hy γ B₀ t).1
  simp only [heisenberg, mul_add, add_mul, mul_smul_comm, smul_mul_assoc, map_add, map_smul,
    smul_eq_mul] at h ⊢
  linear_combination h

/-- The spin-1/2 matrix `Ix`. -/
def halfX : Matrix (Fin 2) (Fin 2) ℂ := !![0, 1 / 2; 1 / 2, 0]

/-- The spin-1/2 matrix `Iy`. -/
def halfY : Matrix (Fin 2) (Fin 2) ℂ := !![0, -I / 2; I / 2, 0]

/-- The spin-1/2 matrix `Iz`. -/
def halfZ : Matrix (Fin 2) (Fin 2) ℂ := !![1 / 2, 0; 0, -1 / 2]

/-- The spin-1/2 matrices satisfy `[Iz, Ix] = i Iy` and `[Iz, Iy] = -i Ix`. -/
theorem spin_half_witness :
    halfZ * halfX - halfX * halfZ = I • halfY ∧
    halfZ * halfY - halfY * halfZ = (-I) • halfX := by
  constructor <;> ext i j <;> fin_cases i <;> fin_cases j <;>
    simp [halfX, halfY, halfZ, Complex.ext_iff] <;>
    norm_num

end

end LarmorPrecession
```

```lean
#print axioms LarmorPrecession.longitudinal_constant
#print axioms LarmorPrecession.precession_sense_reverses
#print axioms LarmorPrecession.transverse_signal
```

```
'LarmorPrecession.longitudinal_constant' depends on axioms: [propext, Classical.choice, Quot.sound]
'LarmorPrecession.precession_sense_reverses' depends on axioms: [propext, Classical.choice, Quot.sound]
'LarmorPrecession.transverse_signal' depends on axioms: [propext, Classical.choice, Quot.sound]
```

## Operators, signs and units

The type `A` is a complete normed algebra over $\mathbb{C}$. Its elements `Ix`, `Iy` and `Iz` are the spin operators, and the hypotheses `hx` and `hy` are the two commutators. These express how a rotation about $z$ acts on the transverse components of angular momentum. Neither Hermiticity nor the third relation $[I_x,I_y]=iI_z$ is needed, and the spin quantum number is left open.

`larmor γ B₀` is the signed angular frequency $-\gamma B_0$, and `zeeman γ B₀ Iz` is the Hamiltonian divided by $\hbar$. `heisenberg H V t` is $V(t)=e^{iHt}Ve^{-iHt}$, the Heisenberg picture, in which operators move and the state stays fixed. The main theorem is `larmor_precession`. In `precession_sense_reverses` the Hamiltonian belongs to $-\gamma$, while the frequency inside the sine and cosine is still that of $+\gamma$.

For positive $\gamma$ and $B_0$ the frequency $\omega_0$ is negative, so the transverse expectation values turn clockwise when viewed from $+z$ towards the origin.

The model has one static field and one gyromagnetic ratio, without relaxation, radiofrequency pulses, spin–spin couplings or the quadrupole coupling that nuclear spins above 1/2 can have. `spin_half_witness` confirms that the usual spin-1/2 matrices obey both commutators; applying the precession theorems to them also requires choosing a norm that makes the matrices a Banach algebra.

## From a commutator to a phase

For a fixed $K$ and $V$ in the algebra, let $F(s)=e^{sK}Ve^{-sK}$ with $s$ complex. The product rule, and the fact that $K$ commutes with its own exponential, give
$$F'(s)=e^{sK}KVe^{-sK}-e^{sK}VKe^{-sK}=e^{sK}[K,V]e^{-sK}.$$
This is `hasDerivAt_conjugation`. Mathlib supplies the derivatives of the two exponentials, and `noncomm_ring` collects the terms without changing the order of the factors.

Now suppose $[K,V]=cV$ for a complex number $c$. Then $F'=cF$, and
$$\frac{d}{ds}\left(e^{-sc}F(s)\right)=-c\,e^{-sc}F(s)+c\,e^{-sc}F(s)=0.$$
The bracketed quantity therefore keeps its value at $s=0$, which is $V$, so $F(s)=e^{sc}V$. In `conjugation_of_eigenoperator`, `is_const_of_deriv_eq_zero` compares the values at $s$ and $0$, and multiplication by $e^{sc}$ then removes the auxiliary factor.

The ladder combinations are such eigenoperators:
$$[I_z,I_x+iI_y]=iI_y+i(-i)I_x=I_x+iI_y,$$
$$[I_z,I_x-iI_y]=iI_y-i(-i)I_x=-(I_x-iI_y).$$
With $K=H=\omega_0I_z$ the eigenvalues are $c=\pm\omega_0$. Setting $s=it$ gives `ladder_precession`:
$$(I_x\pm iI_y)(t)=e^{\pm i\omega_0t}(I_x\pm iI_y).$$

## Recovering the two transverse components

Write $\theta=\omega_0t$. Conjugation is linear, so Euler's formula turns the ladder equations into
$$I_x(t)+iI_y(t)=(I_x\cos\theta-I_y\sin\theta)+i(I_y\cos\theta+I_x\sin\theta),$$
$$I_x(t)-iI_y(t)=(I_x\cos\theta-I_y\sin\theta)-i(I_y\cos\theta+I_x\sin\theta).$$
Half their sum is the formula for $I_x(t)$; their difference divided by $2i$ is the formula for $I_y(t)$.

In `larmor_precession`, `e1` and `e2` are the two Euler formulas. The `generalize` steps name the evolved operators `X` and `Y`, which leaves a linear problem. The final `linear_combination` calls use coefficients $1/2,1/2$ for the sum and $-i/2,i/2$ for the difference, with `hI` supplying $i^2=-1$.

The remaining results follow quickly. Since $[H,I_z]=0$, the eigenvalue is $c=0$ and $I_z$ is constant, as `longitudinal_constant` states. Replacing $\gamma$ by $-\gamma$ sends $\theta$ to $-\theta$, which preserves the cosine and reverses the sine. Applying a linear functional $\varphi$ to the first ladder equation gives `transverse_signal`:
$$\varphi(I_x(t))+i\varphi(I_y(t))=e^{i\omega_0t}\left(\varphi(I_x)+i\varphi(I_y)\right).$$
For a density matrix $\rho$, the choice $\varphi(V)=\mathrm{Tr}(\rho V)$ makes this the complex transverse signal.

## A quarter turn for spin 1/2

Take $\gamma B_0=2\pi\times100\ \mathrm{rad\,s^{-1}}$ and $t=2.5\ \mathrm{ms}$. Then $\omega_0t=-\pi/2$, and the theorem predicts $I_x(t)=I_y$. Direct multiplication agrees:
$$\begin{pmatrix}e^{-i\pi/4}&0\\0&e^{i\pi/4}\end{pmatrix}
\begin{pmatrix}0&1/2\\1/2&0\end{pmatrix}
\begin{pmatrix}e^{i\pi/4}&0\\0&e^{-i\pi/4}\end{pmatrix}
=\begin{pmatrix}0&-i/2\\i/2&0\end{pmatrix}=I_y.$$
With $-\gamma$ the angle is $+\pi/2$ and the result is $-I_y$.

If the initial expectation values are $\langle I_x\rangle=1/2$ and $\langle I_y\rangle=0$, then for the original $\gamma$ they become $0$ and $-1/2$: a clockwise quarter turn.

## Free precession in a simulation

For identical spins whose Hamiltonian is the Zeeman term $\omega_0I_z$ alone, with no relaxation during the step, a simulation can advance the transverse signal $S=\langle I_x\rangle+i\langle I_y\rangle$ over a time step $\Delta t$ by multiplying it by $e^{i\omega_0\Delta t}$, without forming a matrix exponential.

Code that propagates the density matrix instead uses $\rho(t)=e^{-iHt}\rho e^{iHt}$, with the exponentials in the opposite order. An initial term $I_x$ in $\rho$ therefore becomes $I_x\cos\omega_0t+I_y\sin\omega_0t$. The plus sign is consistent with the Heisenberg formula, because $\mathrm{Tr}(\rho(t)V)=\mathrm{Tr}(\rho V(t))$.
